# Closed form of the Szegő constant for the two-parameter Ising symbol with $|a|,|b|<1$

A program that computes the squared spontaneous magnetization of the transverse-field Ising chain by adding up modes of the Szegő exponent has to stop the sum somewhere, and stopping early leaves spurious magnetization behind. As the reduced field $g$ approaches its critical value 1 from below, the full answer goes to 0, but the answer from a sum cut after 1000 modes goes to about 0.154. A lost sign does more damage: if the coefficients are treated as even in the mode number when they are odd, the program returns the reciprocal of the right answer, which is larger than one. A closed form removes the cutoff and exposes the sign error.

## The coefficients and their constant

Let $a$ and $b$ be real with $|a|,|b|<1$. For integer $k$ define

$$V_k=\frac{b^{|k|}-a^{|k|}}{2k}\quad(k\neq0),\qquad V_0=0 .$$

The Szegő constant of these coefficients is

$$E(a,b)=\exp\Big(\sum_{k\ge1}k\,V_kV_{-k}\Big)=\left(\frac{(1-a^2)(1-b^2)}{(1-ab)^2}\right)^{1/4}.$$

Setting $a=g$ and $b=0$ gives the value for the chain, $E(g,0)=(1-g^2)^{1/4}$.

## A plateau test for Toeplitz determinants

Take the infinite chain $H=-J\sum_j(\sigma^x_j\sigma^x_{j+1}+g\,\sigma^z_j)$ with $J>0$ and $0<g<1$. It maps to non-interacting fermions, and its ground-state correlation $\langle\sigma^x_0\sigma^x_n\rangle$ is an $n\times n$ Toeplitz determinant. The matrix entries are Fourier coefficients of a function on the unit circle, the symbol. By the strong Szegő limit theorem the determinant tends to $E(g,0)$ as $n$ grows, and this plateau is the square of the spontaneous magnetization along $x$. Row correlations of the square-lattice Ising model below its critical temperature use the symbol with both parameters.

The symbol is $e^{\phi(t)}$, where $\phi(t)=\sum_kV_ke^{ikt}$ is the function with Fourier coefficients $V_k$. It can be computed without choosing a branch of a square root. With $z=e^{it}$ and $u=(1-az)/(1-bz)$, it is $u/|u|$:

```python
import numpy as np
from scipy.linalg import toeplitz

a, b, n, N = 0.5, 0.0, 40, 1024
z = np.exp(2j * np.pi * np.arange(N) / N)
u = (1 - a * z) / (1 - b * z)
f = np.fft.fft(u / abs(u)).real / N
D = np.linalg.det(toeplitz(f[:n], f[-np.arange(n)]))
E = ((1 - a**2) * (1 - b**2) / (1 - a * b)**2) ** 0.25
```

Here `D` and `E` should both be close to 0.9306. Nearer to criticality, both the momentum grid `N` and the distance `n` must grow before the comparison is useful.

## From the logarithm series to the constant

The only series needed is $-\log(1-w)=\sum_{k\ge1}w^k/k$ for $|w|<1$. Since $|ae^{it}|=|a|$ and $|be^{it}|=|b|$, it applies at every momentum $t$.

**The potential.** The positive modes sum to

$$\sum_{k\ge1}V_ke^{ikt}=\frac12\sum_{k\ge1}\frac{(be^{it})^k-(ae^{it})^k}{k}
=\frac{\log(1-ae^{it})-\log(1-be^{it})}{2}.$$

Because $V_{-k}=-V_k$, the negative modes give minus the same expression with $t$ replaced by $-t$. The zero mode vanishes, so the whole series sums to

$$\phi(t)=\frac{\log(1-ae^{it})-\log(1-be^{it})-\log(1-ae^{-it})+\log(1-be^{-it})}{2}.$$

**The symbol.** Doubling and exponentiating removes the logarithms:

$$\big(e^{\phi(t)}\big)^2=\frac{(1-ae^{it})(1-be^{-it})}{(1-ae^{-it})(1-be^{it})}.$$

**The exponent.** Oddness also turns each term into a negative square:

$$kV_kV_{-k}=-kV_k^2=-\frac{(a^k-b^k)^2}{4k}
=-\frac14\left(\frac{a^{2k}}{k}+\frac{b^{2k}}{k}-\frac{2(ab)^k}{k}\right).$$

No term is positive, so a truncated sum can never give too small a constant. Applying the logarithm series three times gives

$$\sum_{k\ge1}kV_kV_{-k}=\frac{\log(1-a^2)+\log(1-b^2)-2\log(1-ab)}{4},$$

and exponentiating gives $E(a,b)$.

**The two ends of the range.** The identity

$$(1-ab)^2-(1-a^2)(1-b^2)=(a-b)^2$$

shows that $E(a,b)=1$ exactly when $a=b$. Every coefficient is then zero and the symbol is 1. For the chain this is $g=0$, where the ground state is fully ordered. At the other end, $(1-g^2)^{1/4}\to0$ as $g\to1$ from below.

## The Lean file

```lean
import Mathlib

open Filter Topology

namespace IsingSzegoConstant

noncomputable section

/-- The phase factor `e^{it}` at lattice momentum `t`. -/
def phase (t : ℝ) : ℂ := Complex.exp (t * Complex.I)

/-- Fourier coefficients `V_k = (b^|k| - a^|k|) / (2k)` for `k ≠ 0`, with `V_0 = 0`. -/
def coeff (a b : ℝ) (k : ℤ) : ℝ :=
  if k = 0 then 0 else (b ^ k.natAbs - a ^ k.natAbs) / (2 * k)

/-- The potential, a combination of principal logarithms of `1 - a e^{±it}` and
`1 - b e^{±it}`, for `|a| < 1` and `|b| < 1`. -/
def potential (a b t : ℝ) : ℂ :=
  (Complex.log (1 - a * phase t) - Complex.log (1 - b * phase t)
    - (Complex.log (1 - a * phase (-t)) - Complex.log (1 - b * phase (-t)))) / 2

/-- The Szegő constant `exp (∑_{k ≥ 1} k V_k V_{-k})` of a coefficient sequence for which
the sum converges. -/
def szegoConstant (V : ℤ → ℝ) : ℝ :=
  Real.exp (∑' n : ℕ, ((n : ℝ) + 1) * V ((n : ℤ) + 1) * V (-((n : ℤ) + 1)))

/-- The coefficient of the positive mode `k = n + 1` is `(b^k - a^k) / (2k)`. -/
theorem coeff_succ (a b : ℝ) (n : ℕ) :
    coeff a b ((n : ℤ) + 1) = (b ^ (n + 1) - a ^ (n + 1)) / (2 * ((n : ℝ) + 1)) := by
  have h : (n : ℤ) + 1 ≠ 0 := by omega
  have h2 : ((n : ℤ) + 1).natAbs = n + 1 := by omega
  rw [coeff, if_neg h, h2]
  push_cast
  rfl

/-- The coefficients are odd: `V_{-k} = -V_k`. -/
theorem coeff_neg (a b : ℝ) (k : ℤ) : coeff a b (-k) = -coeff a b k := by
  by_cases h : k = 0
  · simp [coeff, h]
  · rw [coeff, coeff, if_neg h, if_neg (neg_ne_zero.mpr h), Int.natAbs_neg, Int.cast_neg,
      mul_neg, div_neg]

/-- A real amplitude times a phase factor has the modulus of the amplitude. -/
theorem norm_mul_phase (a t : ℝ) : ‖(a : ℂ) * phase t‖ = |a| := by
  rw [norm_mul, phase, Complex.norm_exp_ofReal_mul_I, mul_one, Complex.norm_real,
    Real.norm_eq_abs]

/-- For `|a| < 1` and `|b| < 1` the Fourier series with coefficients `V_k`, summed over all
integers, converges to the potential at every momentum. -/
theorem hasSum_potential {a b : ℝ} (ha : |a| < 1) (hb : |b| < 1) (t : ℝ) :
    HasSum (fun k : ℤ => (coeff a b k : ℂ) * phase ((k : ℝ) * t)) (potential a b t) := by
  have hp : ∀ (n : ℕ) (s : ℝ), phase ((n : ℝ) * s) = phase s ^ n := by
    intro n s
    unfold phase
    rw [← Complex.exp_nat_mul]
    congr 1
    push_cast
    ring
  -- each half of the series is a difference of two logarithm series
  have hs : ∀ s : ℝ, HasSum (fun n : ℕ => (coeff a b (n : ℤ) : ℂ) * phase s ^ n)
      ((Complex.log (1 - a * phase s) - Complex.log (1 - b * phase s)) / 2) := by
    intro s
    have h := ((Complex.hasSum_taylorSeries_neg_log
      ((norm_mul_phase b s).trans_lt hb)).sub (Complex.hasSum_taylorSeries_neg_log
      ((norm_mul_phase a s).trans_lt ha))).div_const 2
    have hf : ∀ n : ℕ, (coeff a b (n : ℤ) : ℂ) * phase s ^ n =
        (((b : ℂ) * phase s) ^ n / n - ((a : ℂ) * phase s) ^ n / n) / 2 := by
      intro n
      cases n with
      | zero => simp [coeff]
      | succ n =>
        push_cast
        rw [coeff_succ]
        push_cast
        simp only [div_eq_mul_inv, mul_inv]
        ring
    have hv : (Complex.log (1 - a * phase s) - Complex.log (1 - b * phase s)) / 2 =
        (-Complex.log (1 - b * phase s) - -Complex.log (1 - a * phase s)) / 2 := by ring
    rw [funext hf, hv]
    exact h
  have h1 : HasSum (fun n : ℕ => (coeff a b (n : ℤ) : ℂ) * phase (((n : ℤ) : ℝ) * t))
      ((Complex.log (1 - a * phase t) - Complex.log (1 - b * phase t)) / 2) := by
    simpa only [Int.cast_natCast, hp] using hs t
  have h2 : HasSum
      (fun n : ℕ => (coeff a b (-(n : ℤ)) : ℂ) * phase (((-(n : ℤ) : ℤ) : ℝ) * t))
      (-((Complex.log (1 - a * phase (-t)) - Complex.log (1 - b * phase (-t))) / 2)) := by
    have hf : ∀ n : ℕ, (coeff a b (-(n : ℤ)) : ℂ) * phase (((-(n : ℤ) : ℤ) : ℝ) * t) =
        -((coeff a b (n : ℤ) : ℂ) * phase (-t) ^ n) := by
      intro n
      have e : ((-(n : ℤ) : ℤ) : ℝ) * t = (n : ℝ) * (-t) := by
        push_cast
        ring
      rw [e, coeff_neg, hp, Complex.ofReal_neg, neg_mul]
    rw [funext hf]
    exact (hs (-t)).neg
  -- join the two halves; the zero mode vanishes
  have h := HasSum.of_nat_of_neg
    (f := fun k : ℤ => (coeff a b k : ℂ) * phase ((k : ℝ) * t)) h1 h2
  have h0 : coeff a b 0 = 0 := by simp [coeff]
  have hv : potential a b t =
      (Complex.log (1 - a * phase t) - Complex.log (1 - b * phase t)) / 2
      + -((Complex.log (1 - a * phase (-t)) - Complex.log (1 - b * phase (-t))) / 2)
      - (coeff a b 0 : ℂ) * phase (((0 : ℤ) : ℝ) * t) := by
    rw [h0, Complex.ofReal_zero, zero_mul, potential]
    ring
  rw [hv]
  exact h

/-- For `|a| < 1` and `|b| < 1` the exponential of the potential is a square root of
`(1 - a e^{it})(1 - b e^{-it}) / ((1 - a e^{-it})(1 - b e^{it}))`. -/
theorem symbol_sq {a b : ℝ} (ha : |a| < 1) (hb : |b| < 1) (t : ℝ) :
    Complex.exp (potential a b t) ^ 2 =
      ((1 - a * phase t) * (1 - b * phase (-t))) /
        ((1 - a * phase (-t)) * (1 - b * phase t)) := by
  have hne : ∀ c s : ℝ, |c| < 1 → (1 : ℂ) - c * phase s ≠ 0 := by
    intro c s hc h
    have h' := congrArg norm (sub_eq_zero.mp h)
    rw [norm_mul_phase, norm_one] at h'
    linarith
  have e : ((2 : ℕ) : ℂ) * potential a b t =
      (Complex.log (1 - a * phase t) + Complex.log (1 - b * phase (-t)))
      - (Complex.log (1 - a * phase (-t)) + Complex.log (1 - b * phase t)) := by
    unfold potential
    push_cast
    ring
  rw [← Complex.exp_nat_mul, e, Complex.exp_sub, Complex.exp_add, Complex.exp_add,
    Complex.exp_log (hne a t ha), Complex.exp_log (hne b (-t) hb),
    Complex.exp_log (hne a (-t) ha), Complex.exp_log (hne b t hb)]

/-- For `|a| < 1` and `|b| < 1` the sum `∑_{k ≥ 1} k V_k V_{-k}` converges to
`(log (1 - a²) + log (1 - b²) - 2 log (1 - ab)) / 4`. -/
theorem hasSum_exponent {a b : ℝ} (ha : |a| < 1) (hb : |b| < 1) :
    HasSum (fun n : ℕ => ((n : ℝ) + 1) * coeff a b ((n : ℤ) + 1) * coeff a b (-((n : ℤ) + 1)))
      ((Real.log (1 - a ^ 2) + Real.log (1 - b ^ 2) - 2 * Real.log (1 - a * b)) / 4) := by
  have hsq : ∀ c : ℝ, |c| < 1 → |c ^ 2| < 1 := by
    intro c hc
    rw [abs_pow]
    nlinarith [abs_nonneg c]
  have hab : |a * b| < 1 := by
    rw [abs_mul]
    nlinarith [abs_nonneg a, abs_nonneg b]
  -- the square (a^k - b^k)² splits into three logarithm series
  have h := (((Real.hasSum_pow_div_log_of_abs_lt_one (hsq a ha)).add
    (Real.hasSum_pow_div_log_of_abs_lt_one (hsq b hb))).sub
    ((Real.hasSum_pow_div_log_of_abs_lt_one hab).mul_left 2)).mul_left (-1 / 4)
  have hf : ∀ n : ℕ,
      ((n : ℝ) + 1) * coeff a b ((n : ℤ) + 1) * coeff a b (-((n : ℤ) + 1)) =
      -1 / 4 * ((a ^ 2) ^ (n + 1) / ((n : ℝ) + 1) + (b ^ 2) ^ (n + 1) / ((n : ℝ) + 1)
        - 2 * ((a * b) ^ (n + 1) / ((n : ℝ) + 1))) := by
    intro n
    have hn : (n : ℝ) + 1 ≠ 0 := Nat.cast_add_one_ne_zero n
    rw [coeff_neg, coeff_succ, mul_pow, pow_right_comm a 2 (n + 1),
      pow_right_comm b 2 (n + 1)]
    generalize a ^ (n + 1) = x
    generalize b ^ (n + 1) = y
    field_simp
    ring
  have hv : (Real.log (1 - a ^ 2) + Real.log (1 - b ^ 2) - 2 * Real.log (1 - a * b)) / 4 =
      -1 / 4 * (-Real.log (1 - a ^ 2) + -Real.log (1 - b ^ 2)
        - 2 * -Real.log (1 - a * b)) := by ring
  rw [funext hf, hv]
  exact h

/-- For `|a| < 1` and `|b| < 1` the Szegő constant of the two-parameter Ising symbol is
`((1 - a²)(1 - b²) / (1 - ab)²)^(1/4)`. -/
theorem szegoConstant_eq {a b : ℝ} (ha : |a| < 1) (hb : |b| < 1) :
    szegoConstant (coeff a b) =
      ((1 - a ^ 2) * (1 - b ^ 2) / (1 - a * b) ^ 2) ^ (1 / 4 : ℝ) := by
  obtain ⟨ha1, ha2⟩ := abs_lt.mp ha
  obtain ⟨hb1, hb2⟩ := abs_lt.mp hb
  have pa : 0 < 1 - a ^ 2 := by nlinarith
  have pb : 0 < 1 - b ^ 2 := by nlinarith
  have pab : 0 < 1 - a * b := by nlinarith [sq_nonneg (a - b)]
  rw [szegoConstant, (hasSum_exponent ha hb).tsum_eq, Real.rpow_def_of_pos (by positivity),
    Real.log_div (by positivity) (by positivity), Real.log_mul pa.ne' pb.ne', Real.log_pow]
  congr 1
  push_cast
  ring

/-- For `|g| < 1` the one-parameter coefficients sum to
`(log (1 - g e^{it}) - log (1 - g e^{-it})) / 2` at every momentum, and their Szegő constant
is `(1 - g²)^(1/4)`. -/
theorem ising_chain {g : ℝ} (hg : |g| < 1) :
    (∀ t : ℝ, HasSum (fun k : ℤ => (coeff g 0 k : ℂ) * phase ((k : ℝ) * t))
      ((Complex.log (1 - g * phase t) - Complex.log (1 - g * phase (-t))) / 2)) ∧
    szegoConstant (coeff g 0) = (1 - g ^ 2) ^ (1 / 4 : ℝ) := by
  have h0 : |(0 : ℝ)| < 1 := by norm_num
  constructor
  · intro t
    simpa [potential] using hasSum_potential hg h0 t
  · rw [szegoConstant_eq hg h0]
    congr 1
    ring

/-- For `|a| < 1` and `|b| < 1` the Szegő constant equals one exactly when `a = b`. -/
theorem szegoConstant_eq_one_iff {a b : ℝ} (ha : |a| < 1) (hb : |b| < 1) :
    szegoConstant (coeff a b) = 1 ↔ a = b := by
  constructor
  · intro h
    have hs := (hasSum_exponent ha hb).tsum_eq
    rw [szegoConstant, Real.exp_eq_one_iff, hs] at h
    obtain ⟨ha1, ha2⟩ := abs_lt.mp ha
    obtain ⟨hb1, hb2⟩ := abs_lt.mp hb
    have pa : 0 < 1 - a ^ 2 := by nlinarith
    have pb : 0 < 1 - b ^ 2 := by nlinarith
    have pab : 0 < 1 - a * b := by nlinarith [sq_nonneg (a - b)]
    -- equal logarithms give (1 - a²)(1 - b²) = (1 - ab)², that is (a - b)² = 0
    have hl : Real.log ((1 - a ^ 2) * (1 - b ^ 2)) = Real.log ((1 - a * b) ^ 2) := by
      rw [Real.log_mul pa.ne' pb.ne', Real.log_pow]
      push_cast
      linarith
    have he := Real.log_injOn_pos (Set.mem_Ioi.mpr (mul_pos pa pb))
      (Set.mem_Ioi.mpr (pow_pos pab 2)) hl
    have hz : (a - b) ^ 2 = 0 := by linear_combination -he
    exact sub_eq_zero.mp (pow_eq_zero_iff (two_ne_zero)|>.mp hz)
  · rintro rfl
    simp [szegoConstant, coeff]

/-- The one-parameter Szegő constant tends to zero as `g` approaches one from below. -/
theorem tendsto_critical :
    Tendsto (fun g : ℝ => szegoConstant (coeff g 0)) (𝓝[<] 1) (𝓝 0) := by
  have hc : Continuous (fun g : ℝ => (1 - g ^ 2) ^ (1 / 4 : ℝ)) :=
    (continuous_const.sub (continuous_id.pow 2)).rpow_const
      (fun _ => Or.inr (by norm_num))
  have h1 : Tendsto (fun g : ℝ => (1 - g ^ 2) ^ (1 / 4 : ℝ)) (𝓝[<] 1) (𝓝 0) := by
    have h := (hc.tendsto 1).mono_left (nhdsWithin_le_nhds (s := Set.Iio (1 : ℝ)))
    have e : (1 - (1 : ℝ) ^ 2) ^ (1 / 4 : ℝ) = 0 := by
      rw [one_pow, sub_self, Real.zero_rpow (by norm_num)]
    rwa [e] at h
  refine h1.congr' ?_
  filter_upwards [Ioo_mem_nhdsLT (show (0 : ℝ) < 1 by norm_num)] with g hg
  exact (ising_chain (abs_lt.mpr ⟨by linarith [hg.1], hg.2⟩)).2.symm

end

end IsingSzegoConstant
```

```lean
#print axioms IsingSzegoConstant.symbol_sq
-- 'IsingSzegoConstant.symbol_sq' depends on axioms: [propext, Classical.choice, Quot.sound]
#print axioms IsingSzegoConstant.szegoConstant_eq
-- 'IsingSzegoConstant.szegoConstant_eq' depends on axioms: [propext, Classical.choice, Quot.sound]
#print axioms IsingSzegoConstant.szegoConstant_eq_one_iff
-- 'IsingSzegoConstant.szegoConstant_eq_one_iff' depends on axioms: [propext, Classical.choice, Quot.sound]
#print axioms IsingSzegoConstant.tendsto_critical
-- 'IsingSzegoConstant.tendsto_critical' depends on axioms: [propext, Classical.choice, Quot.sound]
```

## What the theorems say, and where they stop

**Objects.** `phase t` is $e^{it}$, `coeff a b k` is $V_k$ with $k$ an integer, and `potential a b t` is $\phi(t)$ built from principal complex logarithms. `szegoConstant V` accepts any real coefficient sequence. Its sum runs over natural numbers `n` starting at zero, so the mode number is $k=n+1$.

**Statements.** `hasSum_potential` says that the series over all integers converges to the potential at every real momentum. `symbol_sq` gives the square of the symbol. `hasSum_exponent` establishes convergence of the exponent as well as its value; this matters because Lean assigns 0 to a divergent sum, which would make the constant 1. `szegoConstant_eq` is the closed form, and `ising_chain` states the series and the constant for $b=0$ and $|g|<1$, including negative $g$. `szegoConstant_eq_one_iff` and `tendsto_critical` cover the two ends of the range.

**Proofs.** The lemmas `coeff_succ` and `coeff_neg` supply the positive modes and the oddness, while `norm_mul_phase` supplies the bound needed for the logarithm series. In `hasSum_potential`, two complex logarithm series are subtracted and halved, and `HasSum.of_nat_of_neg` joins the two half-series, allowing for the zero mode they share. `symbol_sq` first shows that the factors $1-ce^{is}$ are nonzero, so that exponentials cancel logarithms.

In `hasSum_exponent`, `field_simp` and `ring` verify the expansion of the square, and three real logarithm series give the sum. `szegoConstant_eq` checks that $1-a^2$, $1-b^2$ and $1-ab$ are positive, then rewrites the fourth root as an exponential. The equality case uses injectivity of the logarithm on positive numbers to reach $(a-b)^2=0$. The critical limit follows from continuity of $(1-g^2)^{1/4}$, which agrees with the constant for $0<g<1$.

**Limits of validity.** The condition $|a|,|b|<1$ keeps the zeros and poles of the squared symbol off the unit circle; for the chain with $g>0$ it selects the ordered phase. The critical point enters only as a limit, and the disordered phase needs a different treatment. The file defines no Hamiltonian and no Toeplitz determinant, so reading the constant as a squared magnetization rests on the fermion mapping and the strong Szegő limit theorem, both taken as known. The closed form is a statement about real numbers: it bounds neither floating-point error nor the distance at which a computed determinant reaches its plateau.
